# The imaginary-time free-fermion propagator on a line vanishes only when two initial or two final positions coincide

Let $N$ free spinless fermions move on a line from positions $y_j$ to positions $x_i$ in imaginary time. Their propagator, a determinant of Gaussian kernels, is zero exactly when two of the $x_i$ are equal or two of the $y_j$ are equal. If the $y_j$ are in increasing order, its sign away from these nodes is the sign of the permutation that sorts the $x_i$. Path-integral Monte Carlo for fermions can suffer from cancellations between contributions of opposite sign; for non-interacting particles on a line, the result locates the sign changes explicitly.

## The determinant of Gaussian kernels

```lean
import Mathlib

open Function

namespace FreeFermionNodes

noncomputable section
```

Mathlib supplies the mathematics used below. Indices come from `Fin N`, the set $\{0,\dots,N-1\}$, and a configuration is a function `Fin N → ℝ`, that is, a list of $N$ real positions.

```lean
/-- The matrix of real exponentials `exp (a j * x i)`, with points labelling rows and
exponents labelling columns. -/
def expMatrix {N : ℕ} (a x : Fin N → ℝ) : Matrix (Fin N) (Fin N) ℝ :=
  Matrix.of fun i j => Real.exp (a j * x i)
```

This is the matrix $E_{ij}=e^{a_jx_i}$, with real exponents $a_j$.

```lean
/-- The normalised Gaussian kernel of a free particle on the line in imaginary time,
for `κ > 0`; in physical units `κ = m / (2 ħ τ)`. -/
def freeKernel (κ u v : ℝ) : ℝ :=
  Real.sqrt (κ / Real.pi) * Real.exp (-κ * (u - v) ^ 2)
```

The one-particle kernel is $k(u,v)=\sqrt{\kappa/\pi}\,e^{-\kappa(u-v)^2}$. The constant $\kappa=m/(2\hbar\tau)$ contains the mass $m$ and the imaginary time $\tau$. The kernel is taken as a definition, not derived from an evolution equation. It describes an infinite line without potential or interaction.

```lean
/-- The propagator of `N` free spinless fermions from `y` to `x`, as the determinant of
one-particle kernels. -/
def fermionPropagator {N : ℕ} (κ : ℝ) (x y : Fin N → ℝ) : ℝ :=
  (Matrix.of fun i j => freeKernel κ (x i) (y j)).det
```

The propagator is $P(x,y)=\det k(x_i,y_j)$. A prefactor $1/N!$ is omitted; it would change neither zeros nor signs.

## Counting the zeros of exponential sums

```lean
/-- If a differentiable function has `n + 1` ordered zeros, its derivative has `n` ordered
zeros. -/
theorem rolle_ordered_zeros {n : ℕ} {g g' : ℝ → ℝ} (hg : ∀ t, HasDerivAt g (g' t) t)
    {x : Fin (n + 1) → ℝ} (hx : StrictMono x) (h0 : ∀ i, g (x i) = 0) :
    ∃ y : Fin n → ℝ, StrictMono y ∧ ∀ i, g' (y i) = 0 := by
  have h : ∀ i : Fin n, ∃ t ∈ Set.Ioo (x i.castSucc) (x i.succ), g' t = 0 := by
    intro i
    have hi : i.castSucc < i.succ := by simp [Fin.lt_def]
    exact exists_hasDerivAt_eq_zero (hx hi)
      (fun t _ => (hg t).continuousAt.continuousWithinAt) (by rw [h0, h0]) (fun t _ => hg t)
  choose y hy hy0 using h
  refine ⟨y, fun i j hij => ?_, hy0⟩
  have hle : i.succ ≤ j.castSucc :=
    Fin.le_def.mpr (Nat.succ_le_of_lt (Fin.lt_def.mp hij))
  exact ((hy i).2.trans_le (hx.monotone hle)).trans (hy j).1
```

In the Lean theorems below, the hypotheses stand in brackets after the theorem's name; the colon that follows them introduces the conclusion, and `:=` introduces the proof. Here `HasDerivAt g (g' t) t` says that $g$ has derivative $g'(t)$ at $t$, and `StrictMono x` says $x_0<\dots<x_n$.

By Rolle's theorem, each interval $(x_i,x_{i+1})$ contains a point $y_i$ with $g'(y_i)=0$. For $i<j$ we have $y_i<x_{i+1}\le x_j<y_j$, so these points are ordered. The command `choose` collects them into one function.

```lean
/-- A sum of `n` exponentials with distinct exponents that vanishes at `n` ordered points has
only zero coefficients. -/
theorem exp_sum_coeff_eq_zero {n : ℕ} (a c x : Fin n → ℝ) (ha : Injective a)
    (hx : StrictMono x) (h0 : ∀ i, ∑ j, c j * Real.exp (a j * x i) = 0) :
    ∀ j, c j = 0 := by
  induction n with
  | zero => exact fun j => j.elim0
  | succ n ih =>
    -- divide out the exponential with exponent `a 0`
    have hz : ∀ i, ∑ j, c j * Real.exp ((a j - a 0) * x i) = 0 := by
      intro i
      calc ∑ j, c j * Real.exp ((a j - a 0) * x i)
          = Real.exp (-(a 0 * x i)) * ∑ j, c j * Real.exp (a j * x i) := by
            rw [Finset.mul_sum]
            refine Finset.sum_congr rfl fun j _ => ?_
            rw [show (a j - a 0) * x i = -(a 0 * x i) + a j * x i by ring, Real.exp_add]
            ring
        _ = 0 := by rw [h0, mul_zero]
    have hg : ∀ t : ℝ, HasDerivAt (fun t => ∑ j, c j * Real.exp ((a j - a 0) * t))
        (∑ j, c j * (a j - a 0) * Real.exp ((a j - a 0) * t)) t := by
      intro t
      refine HasDerivAt.fun_sum fun j _ => ?_
      have h := (((hasDerivAt_id' t).const_mul (a j - a 0)).exp).const_mul (c j)
      exact h.congr_deriv (by ring)
    -- the derivative has one term fewer and still enough zeros
    obtain ⟨y, hy, hy0⟩ := rolle_ordered_zeros hg hx hz
    have hc : ∀ j : Fin n, c j.succ * (a j.succ - a 0) = 0 := by
      refine ih (fun j => a j.succ - a 0) (fun j => c j.succ * (a j.succ - a 0)) y ?_ hy ?_
      · intro j k hjk
        dsimp only at hjk
        exact Fin.succ_injective n (ha (by linarith))
      · intro i
        simpa only [Fin.sum_univ_succ, sub_self, mul_zero, zero_mul, zero_add] using hy0 i
    have hs : ∀ j : Fin n, c j.succ = 0 := fun j =>
      (mul_eq_zero.mp (hc j)).resolve_right (sub_ne_zero.mpr (ha.ne (Fin.succ_ne_zero j)))
    have h00 : c 0 = 0 := by simpa [Fin.sum_univ_succ, hs] using hz 0
    intro j
    exact Fin.cases h00 hs j
```

The claim is that if $\sum_j c_je^{a_jx_i}=0$ at $n$ ordered points, with $n$ distinct exponents (`Injective a`), then every $c_j$ is zero. The proof is by induction on $n$, and $n=0$ is empty.

For $n+1$ terms, multiply by $e^{-a_0t}$. The function
$$g(t)=\sum_j c_je^{(a_j-a_0)t}$$
has the same $n+1$ zeros (`hz`). Its derivative (`hg`) loses the constant term:
$$g'(t)=\sum_{j\ge1}c_j(a_j-a_0)e^{(a_j-a_0)t}.$$
This has $n$ terms with distinct exponents and, by Rolle, $n$ ordered zeros. The induction hypothesis `ih` gives $c_j(a_j-a_0)=0$, hence $c_j=0$ for $j\ge1$. Now $g=c_0$ is constant and has a zero, so $c_0=0$.

```lean
/-- The exponential determinant is nonzero for distinct exponents and distinct points. -/
theorem det_expMatrix_ne_zero {N : ℕ} {a x : Fin N → ℝ} (ha : Injective a)
    (hx : Injective x) : (expMatrix a x).det ≠ 0 := by
  intro hdet
  obtain ⟨c, hc, h⟩ := Matrix.exists_mulVec_eq_zero_iff.mpr hdet
  apply hc
  funext j
  -- sort the points before counting zeros
  refine exp_sum_coeff_eq_zero a c (x ∘ Tuple.sort x) ha
    ((Tuple.monotone_sort x).strictMono_of_injective
      (hx.comp (Tuple.sort x).injective)) (fun i => ?_) j
  have hi := congrFun h (Tuple.sort x i)
  simpa [expMatrix, Matrix.mulVec, dotProduct, mul_comm] using hi
```

If $\det E=0$, some nonzero vector $c$ satisfies $\sum_jE_{ij}c_j=0$ for all $i$. Sorting the points with `Tuple.sort` only reorders these equations. The previous theorem then gives $c=0$, a contradiction.

## Positivity for ordered exponents

```lean
/-- For the exponents `0, 1, 2, …` and ordered points the exponential determinant is
positive. -/
theorem det_expMatrix_nat_pos {N : ℕ} {x : Fin N → ℝ} (hx : StrictMono x) :
    0 < (expMatrix (fun j => ((j : ℕ) : ℝ)) x).det := by
  have h : expMatrix (fun j => ((j : ℕ) : ℝ)) x
      = Matrix.vandermonde (fun i => Real.exp (x i)) := by
    ext i j
    rw [Matrix.vandermonde_apply]
    exact Real.exp_nat_mul _ _
  rw [h, Matrix.det_vandermonde]
  exact Finset.prod_pos fun i _ => Finset.prod_pos fun j hj =>
    sub_pos.mpr (Real.exp_lt_exp.mpr (hx (Finset.mem_Ioi.mp hj)))
```

For $a_j=j$ the entries are powers, $e^{jx_i}=(e^{x_i})^j$. The Vandermonde formula gives
$$\det E=\prod_{i<j}(e^{x_j}-e^{x_i})>0.$$

```lean
/-- The exponential determinant is positive for ordered exponents and ordered points. -/
theorem det_expMatrix_pos {N : ℕ} {a x : Fin N → ℝ} (ha : StrictMono a)
    (hx : StrictMono x) : 0 < (expMatrix a x).det := by
  -- deform the exponents along a straight line to `0, 1, 2, …`
  let F : ℝ → ℝ := fun t => (expMatrix (fun j => (1 - t) * a j + t * ((j : ℕ) : ℝ)) x).det
  have hF : Continuous F := by
    refine Continuous.matrix_det (continuous_matrix fun i j => ?_)
    simp only [expMatrix, Matrix.of_apply]
    fun_prop
  have hF0 : F 0 = (expMatrix a x).det := by simp [F]
  have hF1 : 0 < F 1 := by simpa [F] using det_expMatrix_nat_pos hx
  by_contra hneg
  have hle : F 0 ≤ 0 := by rw [hF0]; exact not_lt.mp hneg
  obtain ⟨t, ht, h⟩ := intermediate_value_Icc zero_le_one hF.continuousOn ⟨hle, hF1.le⟩
  refine det_expMatrix_ne_zero (StrictMono.injective fun i j hij => ?_) hx.injective h
  have h1 : 0 < a j - a i := sub_pos.mpr (ha hij)
  have h2 : (0 : ℝ) < ((j : ℕ) : ℝ) - ((i : ℕ) : ℝ) :=
    sub_pos.mpr (Nat.cast_lt.mpr (Fin.lt_def.mp hij))
  rcases eq_or_lt_of_le ht.1 with h0 | h0
  · subst h0
    linarith
  · nlinarith [mul_pos h0 h2, mul_nonneg (sub_nonneg.mpr ht.2) h1.le]
```

For general ordered exponents, follow the path $a_j(t)=(1-t)a_j+tj$ with $0\le t\le1$. For $i<j$,
$$a_j(t)-a_i(t)=(1-t)(a_j-a_i)+t(j-i)>0,$$
so the exponents stay distinct. The determinant $F(t)$ is continuous and $F(1)>0$. If $F(0)\le0$, the intermediate value theorem would give a zero of $F$, which the nonvanishing theorem forbids.

## Nodes and signs of the propagator

```lean
/-- Expanding the square in the exponent writes the propagator as Gaussian factors times an
exponential determinant. -/
theorem fermionPropagator_eq {N : ℕ} (κ : ℝ) (x y : Fin N → ℝ) :
    fermionPropagator κ x y =
      (∏ i, Real.sqrt (κ / Real.pi) * Real.exp (-κ * x i ^ 2)) *
        ((∏ j, Real.exp (-κ * y j ^ 2)) * (expMatrix (fun j => 2 * κ * y j) x).det) := by
  rw [← Matrix.det_mul_row, ← Matrix.det_mul_column, fermionPropagator]
  congr 1
  ext i j
  simp only [Matrix.of_apply, expMatrix, freeKernel]
  rw [show -κ * (x i - y j) ^ 2 = -κ * x i ^ 2 + (-κ * y j ^ 2 + 2 * κ * y j * x i) by ring,
    Real.exp_add, Real.exp_add]
  ring
```

Expand the square:
$$-\kappa(x_i-y_j)^2=-\kappa x_i^2-\kappa y_j^2+2\kappa y_jx_i.$$
The first term, together with the prefactor $\sqrt{\kappa/\pi}$, gives a factor for each row, and the second gives a factor for each column. What remains is $\det e^{2\kappa y_jx_i}$, an exponential determinant with $a_j=2\kappa y_j$.

```lean
/-- The free-fermion propagator on the line vanishes exactly when two of the final positions
coincide or two of the initial positions coincide. -/
theorem fermionPropagator_eq_zero_iff {N : ℕ} {κ : ℝ} (hκ : 0 < κ) (x y : Fin N → ℝ) :
    fermionPropagator κ x y = 0 ↔
      (∃ i j, i ≠ j ∧ x i = x j) ∨ (∃ i j, i ≠ j ∧ y i = y j) := by
  constructor
  · intro h
    by_contra hcon
    have hx : Injective x := fun i j hij =>
      by_contra fun hne => hcon (Or.inl ⟨i, j, hne, hij⟩)
    have hy : Injective y := fun i j hij =>
      by_contra fun hne => hcon (Or.inr ⟨i, j, hne, hij⟩)
    have hk : 2 * κ ≠ 0 := by positivity
    rw [fermionPropagator_eq] at h
    refine absurd h (mul_ne_zero ?_ (mul_ne_zero ?_ ?_))
    · exact Finset.prod_ne_zero_iff.mpr fun i _ => by positivity
    · exact Finset.prod_ne_zero_iff.mpr fun j _ => by positivity
    · exact det_expMatrix_ne_zero (fun i j hij => hy (mul_left_cancel₀ hk hij)) hx
  · -- equal positions give equal rows or equal columns
    rintro (⟨i, j, hne, hij⟩ | ⟨i, j, hne, hij⟩)
    · exact Matrix.det_zero_of_row_eq hne (by funext k; simp [hij])
    · exact Matrix.det_zero_of_column_eq hne (fun k => by simp [hij])
```

The symbol `↔` means "if and only if". Without coincidences, the exponents $2\kappa y_j$ and the points $x_i$ are distinct, so every factor is nonzero. Conversely, equal $x_i$ give equal rows and equal $y_j$ give equal columns. A coincidence $x_i=y_j$ between a final and an initial position does not by itself produce a node.

```lean
/-- If the initial positions are ordered and the permutation `σ` orders the final positions,
the propagator has the sign of `σ`. -/
theorem sign_mul_fermionPropagator_pos {N : ℕ} {κ : ℝ} (hκ : 0 < κ) {x y : Fin N → ℝ}
    (σ : Equiv.Perm (Fin N)) (hx : StrictMono (x ∘ σ)) (hy : StrictMono y) :
    0 < ((Equiv.Perm.sign σ : ℤ) : ℝ) * fermionPropagator κ x y := by
  -- antisymmetry under exchange of the final positions
  have hanti : fermionPropagator κ (x ∘ σ) y
      = ((Equiv.Perm.sign σ : ℤ) : ℝ) * fermionPropagator κ x y :=
    Matrix.det_permute σ (Matrix.of fun i j => freeKernel κ (x i) (y j))
  have hk : 0 < 2 * κ := by positivity
  rw [← hanti, fermionPropagator_eq]
  refine mul_pos ?_ (mul_pos ?_ ?_)
  · exact Finset.prod_pos fun i _ => by positivity
  · exact Finset.prod_pos fun j _ => by positivity
  · exact det_expMatrix_pos (fun i j hij => mul_lt_mul_of_pos_left (hy hij) hk) hx

end

end FreeFermionNodes
```

Here `x ∘ σ` is the list $x_{\sigma(i)}$, assumed increasing. Permuting rows gives $P(x\circ\sigma,y)=\operatorname{sgn}(\sigma)\,P(x,y)$ (`hanti`). The left side is positive by the factorisation and the positivity theorem.

The smallest case with a node is $N=2$:
$$P=\frac{\kappa}{\pi}\,e^{-\kappa(x_0^2+x_1^2+y_0^2+y_1^2)}\left(e^{2\kappa(x_0y_0+x_1y_1)}-e^{2\kappa(x_0y_1+x_1y_0)}\right).$$
The two exponents differ by $2\kappa(x_1-x_0)(y_1-y_0)$, which shows both the nodes and the sign.

The ordering of $y$ matters for the sign theorem. With $x=(0,1)$, $y=(1,0)$ and $\sigma$ the identity, $P=\frac{\kappa}{\pi}(e^{-2\kappa}-1)<0$, although $\operatorname{sgn}(\sigma)=1$.

```lean
#print axioms FreeFermionNodes.fermionPropagator_eq_zero_iff
#print axioms FreeFermionNodes.sign_mul_fermionPropagator_pos
```

```
'FreeFermionNodes.fermionPropagator_eq_zero_iff' depends on axioms: [propext, Classical.choice, Quot.sound]
'FreeFermionNodes.sign_mul_fermionPropagator_pos' depends on axioms: [propext, Classical.choice, Quot.sound]
```
